# On 2n cross-polytope ligands, adjacency acts as 2n − 2, 0 and −2 on the uniform, odd and remaining even combinations

Put two ligands at opposite ends of each of n ≥ 1 mutually perpendicular axes, all at the same distance from the centre, with one σ orbital per ligand, all with the same phase towards the centre. The 2n amplitudes split into one uniform combination, n combinations that are odd under exchange of opposite ligands, and n − 1 even combinations with zero sum. The matrix that joins ligands on different axes multiplies these three parts by 2n − 2, 0 and −2. For n = 3 these are the σ combinations of an octahedral complex, which I know from character tables as A1g, T1u and Eg. I would like to see the projectors written down for every n, with their products, traces and eigenvalues proved rigorously and checked by machine. Can the energies of a simple ligand Hamiltonian be had from the same calculation?

## Yes: every product reduces to a small multiplication table

Label a ligand by v = (i, s), where i is its axis and s says which end it occupies. Write v' for the opposite ligand on the same axis. Let A be the matrix that exchanges opposite ligands, so that (Ax)(v) = x(v'), and let J be the matrix with all entries 1. The three projectors are

    P = J/(2n)
    Q = (1 − A)/2
    R = (1 + A)/2 − J/(2n)

Exchanging twice does nothing, so A² = 1. Permuting the rows of J leaves it unchanged, so AJ = J. Both matrices are symmetric, and transposing this relation gives JA = J. Each entry of J² is a sum of 2n ones, so J² = 2nJ. After division by 2n the table reads

    A² = 1,   AP = PA = P,   P² = P

Set S = (1 + A)/2, so that R = S − P. Then

    S² = (1 + 2A + A²)/4 = S
    SP = PS = P
    Q² = (1 − 2A + A²)/4 = Q
    R² = S² − SP − PS + P² = S − P = R

The mixed products vanish:

    PQ = (P − PA)/2 = 0,   QP = (P − AP)/2 = 0
    PR = PS − P² = 0,      RP = SP − P² = 0
    SQ = QS = (1 − A²)/4 = 0
    QR = QS − QP = 0,      RQ = SQ − PQ = 0

The sum is P + Q + R = Q + S = 1. No ligand is its own opposite, so tr A = 0, while tr 1 = tr J = 2n. Hence

    tr P = 1,   tr Q = n,   tr R = n − 1

Let K have entry 1 between ligands on different axes and 0 otherwise. Then K = J − 1 − A, as the three kinds of entry show: 1 − 0 − 0 = 1 for different axes, 1 − 1 − 0 = 0 on the diagonal, and 1 − 0 − 1 = 0 for opposite ligands. Since J = 2nP and 1 + A = 2S = 2(P + R),

    K = 2nP − 2(P + R) = (2n − 2)P − 2R

Multiplying by each projector gives KP = (2n − 2)P, KQ = 0 and KR = −2R.

For the Hamiltonian, take on-site energy a, coupling t between opposite (trans) ligands and coupling c between ligands on different axes (cis):

    H = a·1 + tA + cK

Substituting 1 = P + Q + R and A = S − Q = P − Q + R gives

    H = (a + t + (2n − 2)c)P + (a − t)Q + (a + t − 2c)R

For n = 3 the energies are a + t + 4c once, a − t three times and a + t − 2c twice. These are the σ ligand levels of an octahedral complex before mixing with the metal, in a one-electron model with a single orthonormal orbital per ligand.

It remains to identify the spaces onto which Q and R project. The equation Qx = x says (x(v) − x(v'))/2 = x(v) for every v, which is x(v') = −x(v). The equation Rx = x says

    (x(v) + x(v'))/2 − (Σ x)/(2n) = x(v)

The left side is the same at v and v', so x(v) = x(v'). The equation then leaves (Σ x)/(2n) = 0, so the amplitudes sum to zero. Conversely, an even x with zero sum satisfies the equation by substitution.

## The complete Lean file

```lean
import Mathlib

open Matrix

namespace CrossPolytopeLigands

noncomputable section

/-- A ligand site: one of `n` axes together with one of its two ends. -/
abbrev Vertex (n : ℕ) := Fin n × Bool

/-- The matrix that exchanges the two ligands on every axis. -/
def antipode (n : ℕ) : Matrix (Vertex n) (Vertex n) ℝ :=
  Matrix.of fun v w => if w = (v.1, !v.2) then 1 else 0

/-- The matrix with all entries equal to one. -/
def allOnes (n : ℕ) : Matrix (Vertex n) (Vertex n) ℝ :=
  Matrix.of fun _ _ => 1

/-- The adjacency matrix: two ligands are neighbours when they lie on different axes. -/
def adjacency (n : ℕ) : Matrix (Vertex n) (Vertex n) ℝ :=
  Matrix.of fun v w => if v.1 = w.1 then 0 else 1

/-- The projector `J/(2n)` onto the uniform combination of ligands. -/
def uniformProj (n : ℕ) : Matrix (Vertex n) (Vertex n) ℝ :=
  (1 / (2 * (n : ℝ))) • allOnes n

/-- The projector `(1 - A)/2` onto the odd combinations. -/
def oddProj (n : ℕ) : Matrix (Vertex n) (Vertex n) ℝ :=
  (1 / 2 : ℝ) • (1 - antipode n)

/-- The projector `(1 + A)/2 - J/(2n)` onto the even combinations without uniform part. -/
def evenProj (n : ℕ) : Matrix (Vertex n) (Vertex n) ℝ :=
  (1 / 2 : ℝ) • (1 + antipode n) - uniformProj n

/-- A ligand Hamiltonian with on-site energy `a`, coupling `t` between opposite ligands
and coupling `c` between neighbouring ligands. -/
def hamiltonian (n : ℕ) (a t c : ℝ) : Matrix (Vertex n) (Vertex n) ℝ :=
  a • 1 + t • antipode n + c • adjacency n

variable {n : ℕ}

/-- The antipodal matrix gives each site the amplitude of the opposite site. -/
theorem antipode_mulVec (x : Vertex n → ℝ) (v : Vertex n) :
    (antipode n *ᵥ x) v = x (v.1, !v.2) := by
  simp [Matrix.mulVec, dotProduct, antipode]

/-- The antipodal matrix and the all-ones matrix are symmetric. -/
theorem antipode_allOnes_transpose :
    (antipode n)ᵀ = antipode n ∧ (allOnes n)ᵀ = allOnes n := by
  constructor
  · ext ⟨i, s⟩ ⟨j, t⟩
    cases s <;> cases t <;> simp [antipode, eq_comm]
  · ext v w
    simp [allOnes]

/-- The multiplication table of the antipodal matrix and the all-ones matrix. -/
theorem antipode_allOnes_relations :
    antipode n * antipode n = 1 ∧ antipode n * allOnes n = allOnes n ∧
    allOnes n * antipode n = allOnes n ∧
    allOnes n * allOnes n = (2 * (n : ℝ)) • allOnes n := by
  have hA : ∀ (M : Matrix (Vertex n) (Vertex n) ℝ) (v w : Vertex n),
      (antipode n * M) v w = M (v.1, !v.2) w := by
    intro M v w
    simp [Matrix.mul_apply, antipode]
  have hAJ : antipode n * allOnes n = allOnes n := by
    ext v w
    rw [hA]
    rfl
  refine ⟨?_, hAJ, ?_, ?_⟩
  · ext v w
    rw [hA]
    simp [antipode, Matrix.one_apply, eq_comm]
  · -- transpose the relation A J = J
    have h := congrArg Matrix.transpose hAJ
    rwa [Matrix.transpose_mul, antipode_allOnes_transpose.1,
      antipode_allOnes_transpose.2] at h
  · ext v w
    simp [allOnes, Matrix.mul_apply]
    ring

/-- The adjacency matrix of the cross-polytope is `J - 1 - A`. -/
theorem adjacency_eq : adjacency n = allOnes n - 1 - antipode n := by
  ext ⟨i, s⟩ ⟨j, t⟩
  by_cases h : i = j
  · subst h
    cases s <;> cases t <;> simp [adjacency, allOnes, antipode]
  · simp [adjacency, allOnes, antipode, h, Ne.symm h]

/-- The all-ones matrix is `2n` times the uniform projector. -/
theorem allOnes_eq (hn : 1 ≤ n) : allOnes n = (2 * (n : ℝ)) • uniformProj n := by
  have h0 : (n : ℝ) ≠ 0 := Nat.cast_ne_zero.mpr (by omega)
  have hc : 2 * (n : ℝ) * (1 / (2 * (n : ℝ))) = 1 := by field_simp
  rw [uniformProj, smul_smul, hc, one_smul]

/-- For `n ≥ 1` the three matrices are complete, mutually annihilating projectors of traces
`1`, `n`, `n - 1`, on which the adjacency matrix takes the values `2n - 2`, `0`, `-2`. -/
theorem ligand_projectors (hn : 1 ≤ n) :
    (uniformProj n * uniformProj n = uniformProj n ∧
      oddProj n * oddProj n = oddProj n ∧ evenProj n * evenProj n = evenProj n) ∧
    (uniformProj n * oddProj n = 0 ∧ oddProj n * uniformProj n = 0 ∧
      uniformProj n * evenProj n = 0 ∧ evenProj n * uniformProj n = 0 ∧
      oddProj n * evenProj n = 0 ∧ evenProj n * oddProj n = 0) ∧
    uniformProj n + oddProj n + evenProj n = 1 ∧
    ((uniformProj n).trace = 1 ∧ (oddProj n).trace = n ∧
      (evenProj n).trace = (n : ℝ) - 1) ∧
    (adjacency n * uniformProj n = (2 * (n : ℝ) - 2) • uniformProj n ∧
      adjacency n * oddProj n = 0 ∧
      adjacency n * evenProj n = (-2 : ℝ) • evenProj n) := by
  have h0 : (n : ℝ) ≠ 0 := Nat.cast_ne_zero.mpr (by omega)
  obtain ⟨hAA, hAJ, hJA, hJJ⟩ := antipode_allOnes_relations (n := n)
  -- the multiplication table in terms of the normalised projector
  have hAP : antipode n * uniformProj n = uniformProj n := by
    rw [uniformProj, Matrix.mul_smul, hAJ]
  have hPA : uniformProj n * antipode n = uniformProj n := by
    rw [uniformProj, Matrix.smul_mul, hJA]
  have hPP : uniformProj n * uniformProj n = uniformProj n := by
    have hc : 1 / (2 * (n : ℝ)) * (2 * (n : ℝ)) = 1 := by field_simp
    rw [uniformProj, Matrix.smul_mul, Matrix.mul_smul, hJJ, smul_smul (1 / (2 * (n : ℝ)))
      (2 * (n : ℝ)), hc, one_smul]
  -- traces of the building blocks
  have tA : (antipode n).trace = 0 := by
    simp [Matrix.trace, antipode, Prod.ext_iff]
  have t1 : (1 : Matrix (Vertex n) (Vertex n) ℝ).trace = 2 * (n : ℝ) := by
    simp [Matrix.trace_one]
    ring
  have tP : (uniformProj n).trace = 1 := by
    have tJ : (allOnes n).trace = 2 * (n : ℝ) := by
      simp [Matrix.trace, allOnes]
      ring
    rw [uniformProj, Matrix.trace_smul, tJ, smul_eq_mul]
    field_simp
  refine ⟨⟨hPP, ?_, ?_⟩, ⟨?_, ?_, ?_, ?_, ?_, ?_⟩, ?_, ⟨tP, ?_, ?_⟩, ?_, ?_, ?_⟩
  case refine_10 =>
    rw [oddProj, Matrix.trace_smul, Matrix.trace_sub, t1, tA, smul_eq_mul]
    ring
  case refine_11 =>
    rw [evenProj, Matrix.trace_sub, Matrix.trace_smul, Matrix.trace_add, t1, tA, tP,
      smul_eq_mul]
    ring
  -- every remaining identity follows by expanding and using the table
  all_goals
    simp only [adjacency_eq, allOnes_eq hn, oddProj, evenProj, mul_add, mul_sub, add_mul,
      sub_mul, smul_mul_assoc, mul_smul_comm, one_mul, mul_one, hAA, hAP, hPA, hPP]
    module

/-- The three projectors are symmetric matrices. -/
theorem projectors_symmetric :
    (uniformProj n)ᵀ = uniformProj n ∧ (oddProj n)ᵀ = oddProj n ∧
    (evenProj n)ᵀ = evenProj n := by
  obtain ⟨hA, hJ⟩ := antipode_allOnes_transpose (n := n)
  simp [uniformProj, oddProj, evenProj, hA, hJ]

/-- The odd projector fixes exactly the amplitudes that change sign between opposite sites. -/
theorem oddProj_fixed_iff (x : Vertex n → ℝ) :
    oddProj n *ᵥ x = x ↔ ∀ v : Vertex n, x (v.1, !v.2) = -x v := by
  have h : ∀ v, (oddProj n *ᵥ x) v = (x v - x (v.1, !v.2)) / 2 := by
    intro v
    rw [oddProj, Matrix.smul_mulVec, Matrix.sub_mulVec, Matrix.one_mulVec, Pi.smul_apply,
      Pi.sub_apply, antipode_mulVec, smul_eq_mul]
    ring
  rw [funext_iff]
  refine forall_congr' fun v => ?_
  rw [h]
  constructor <;> intro hv <;> linarith

/-- The even projector fixes exactly the amplitudes that agree on opposite sites and
sum to zero. -/
theorem evenProj_fixed_iff (hn : 1 ≤ n) (x : Vertex n → ℝ) :
    evenProj n *ᵥ x = x ↔ (∀ v : Vertex n, x (v.1, !v.2) = x v) ∧ ∑ v, x v = 0 := by
  have h0 : (n : ℝ) ≠ 0 := Nat.cast_ne_zero.mpr (by omega)
  have h : ∀ v, (evenProj n *ᵥ x) v =
      (x v + x (v.1, !v.2)) / 2 - (∑ w, x w) / (2 * (n : ℝ)) := by
    intro v
    have hJ : (allOnes n *ᵥ x) v = ∑ w, x w := by
      simp [Matrix.mulVec, dotProduct, allOnes]
    rw [evenProj, uniformProj, Matrix.sub_mulVec, Matrix.smul_mulVec, Matrix.smul_mulVec,
      Matrix.add_mulVec, Matrix.one_mulVec, Pi.sub_apply, Pi.smul_apply, Pi.smul_apply,
      Pi.add_apply, antipode_mulVec, hJ, smul_eq_mul, smul_eq_mul]
    ring
  constructor
  · intro hx
    have e : ∀ v : Vertex n,
        (x v + x (v.1, !v.2)) / 2 - (∑ w, x w) / (2 * (n : ℝ)) = x v := by
      intro v
      rw [← h v, hx]
    -- compare the equations at a site and at its antipode
    have even : ∀ v : Vertex n, x (v.1, !v.2) = x v := by
      intro v
      have e1 := e v
      have e2 := e (v.1, !v.2)
      simp only [Bool.not_not, Prod.mk.eta] at e2
      linarith
    refine ⟨even, ?_⟩
    have e1 := e (⟨0, by omega⟩, true)
    have e2 := even (⟨0, by omega⟩, true)
    have e3 : (∑ w, x w) / (2 * (n : ℝ)) = 0 := by linarith
    exact (div_eq_zero_iff.mp e3).resolve_right (mul_ne_zero two_ne_zero h0)
  · rintro ⟨even, hs⟩
    funext v
    rw [h, even, hs, zero_div]
    ring

/-- The ligand Hamiltonian is the sum of the three projectors weighted by the coefficients `a + t +
(2n - 2)c`, `a - t` and `a + t - 2c`. -/
theorem hamiltonian_decomposition (hn : 1 ≤ n) (a t c : ℝ) :
    hamiltonian n a t c = (a + t + (2 * (n : ℝ) - 2) * c) • uniformProj n +
      (a - t) • oddProj n + (a + t - 2 * c) • evenProj n := by
  rw [hamiltonian, adjacency_eq, allOnes_eq hn, oddProj, evenProj]
  module

end

end CrossPolytopeLigands
```

```lean
#print axioms CrossPolytopeLigands.adjacency_eq
-- 'CrossPolytopeLigands.adjacency_eq' depends on axioms: [propext, Classical.choice, Quot.sound]
#print axioms CrossPolytopeLigands.ligand_projectors
-- 'CrossPolytopeLigands.ligand_projectors' depends on axioms: [propext, Classical.choice, Quot.sound]
#print axioms CrossPolytopeLigands.evenProj_fixed_iff
-- 'CrossPolytopeLigands.evenProj_fixed_iff' depends on axioms: [propext, Classical.choice, Quot.sound]
#print axioms CrossPolytopeLigands.hamiltonian_decomposition
-- 'CrossPolytopeLigands.hamiltonian_decomposition' depends on axioms: [propext, Classical.choice, Quot.sound]
```

## What the theorems say about ligands

The type `Vertex n` is `Fin n × Bool`: an axis and one of its two ends. Which end is called `true` is a free convention, and no coordinates appear. A function `x : Vertex n → ℝ` is a list of real ligand amplitudes, and `M *ᵥ x` is a matrix acting on it. The matrices A, J, K and H are `antipode`, `allOnes`, `adjacency` and `hamiltonian`, while P, Q and R are `uniformProj`, `oddProj` and `evenProj`.

`adjacency` is defined by the geometry, with entry 0 for ligands on the same axis and 1 otherwise. The formula J − 1 − A is the content of `adjacency_eq`, so the eigenvalues belong to the neighbour relation itself.

`ligand_projectors` is the main theorem. For `1 ≤ n` it states the three idempotency relations, the six vanishing products, completeness, the three traces and the action of K. The eigenvalue statements are matrix equations, such as `adjacency n * evenProj n = (-2 : ℝ) • evenProj n`: every column of R is multiplied by −2. For n = 1 the projector R is zero, so this equation is true but supplies no eigenvector, and −2 is then not an eigenvalue of K.

`projectors_symmetric` adds that the projectors equal their transposes, which makes them orthogonal projectors for the usual dot product. `oddProj_fixed_iff` and `evenProj_fixed_iff` describe the amplitudes that Q and R leave unchanged. `hamiltonian_decomposition` is the formula for H, for arbitrary real a, t and c. These constants stand for the site energy and the two kinds of ligand–ligand coupling; their values are inputs to the model. Some of the three coefficients may coincide, for instance the first and third when c = 0. For n = 1 the third one multiplies R = 0 and need not be an energy of H.

The model has no metal orbitals, no π orbitals on the ligands, no overlap between ligand orbitals and no electron repulsion. It also contains no point group: the names A1g, T1u and Eg are the standard labels for n = 3, and the theorems do not address irreducibility.

## How the Lean proof follows the algebra

`antipode_mulVec` states that A gives each site the amplitude of the opposite one. `antipode_allOnes_transpose` proves that A and J are symmetric by comparing entries.

`antipode_allOnes_relations` is the multiplication table. Its local statement `hA` says that left multiplication by A replaces the row index by the opposite site, for any matrix. Applied to A this gives A² = 1, and applied to J it gives AJ = J. The relation JA = J comes from transposing, as in the derivation above, and J² = 2nJ from summing ones.

`adjacency_eq` splits into the cases of equal and different axes, and for equal axes runs through the four pairs of ends. `allOnes_eq` writes J as 2nP; its proof cancels the factor 2n and so uses that n is nonzero.

In `ligand_projectors`, the statements `hAP`, `hPA` and `hPP` are the table for the normalised projector, and `tA`, `t1` and `tP` are the traces of A, 1 and P. The traces of Q and R follow by linearity. The remaining twelve identities share one proof. The `simp only` call inserts the definitions, multiplies out all brackets and reduces each product by the table, which leaves linear combinations of 1, A and P. The tactic `module` then compares coefficients.

Symmetry of the projectors follows from that of A and J. The two fixed-space theorems first compute the projected amplitude at one site. For Q the equivalence is then linear arithmetic at each site. For R the proof compares the equations at a site and its opposite to obtain evenness, and then uses a site on the first axis to show that the sum vanishes. The decomposition of H needs no products at all: once everything is written in terms of 1, A and P, `module` matches the coefficients.

## No axes, unequal couplings, and larger groups of sites

With n = 0 there are no ligands and every matrix is 0 × 0. All traces are then 0, so the claims tr P = 1 and tr R = n − 1 = −1 are false. The product relations remain true, since any two 0 × 0 matrices are equal.

The single cis coupling matters too. Take n = 3 and let the coupling between axes 1 and 2 be d, different from c, while the other cis couplings stay at c. A ligand on axis 1 then has total cis coupling 2d + 2c, and a ligand on axis 3 has 4c. The uniform combination is no longer an eigenvector. At most three mutually perpendicular axes fit into ordinary space, so only n = 1, 2 and 3 describe actual linear, square-planar and octahedral arrangements. The eight ligands of a cubic complex also lie on four axes, but ligands on different axes are then at two different distances, and a single c does not describe them in general.

The same algebra, carried out by hand, treats n ≥ 1 groups of m ≥ 1 sites in which two sites are neighbours exactly when they lie in different groups. Let B have entry 1 within a group and 0 between groups, and let J now be the all-ones matrix on the mn sites. From B² = mB, BJ = JB = mJ and J² = mnJ one finds the projectors

    J/(mn),   1 − B/m,   B/m − J/(mn)

with traces 1, n(m − 1) and n − 1. The adjacency matrix J − B acts on them as m(n − 1), 0 and −m. Setting m = 2 and B = 1 + A recovers the ligand case.
